# Eliminating two blocks in turn or together gives the same Schur complement when both pivots are invertible

To fold part of a tight-binding chain into an energy-dependent term on the remaining sites, a program can remove the unwanted sites one group at a time, inverting a small matrix at each step, instead of inverting one matrix for all of them. At a fixed energy, and provided that each of these small matrices is invertible, the effective Hamiltonian is the same either way. This holds for any finite Hamiltonian matrix in an orthonormal basis, and it follows from a property of block matrices.

## Two routes to the same reduced matrix

Let $M$ have blocks $M_{ij}$ with $i,j=1,2,3$. Space 1 is retained; spaces 2 and 3 are eliminated. If $M_{33}$ is invertible, eliminating space 3 leaves the Schur complement $S=M/M_{33}$, with blocks

$$S_{ij}=M_{ij}-M_{i3}M_{33}^{-1}M_{3j},\qquad i,j=1,2.$$

Assume that $S_{22}$ is invertible too. The joint block of spaces 2 and 3 factorises as

$$D=\begin{pmatrix}M_{22}&M_{23}\\M_{32}&M_{33}\end{pmatrix}
=\begin{pmatrix}1&M_{23}M_{33}^{-1}\\0&1\end{pmatrix}
\begin{pmatrix}S_{22}&0\\0&M_{33}\end{pmatrix}
\begin{pmatrix}1&0\\M_{33}^{-1}M_{32}&1\end{pmatrix}.$$

The outer factors have determinant 1, so $\det D=\det M_{33}\,\det S_{22}$, and $D$ is invertible. Joint elimination is therefore possible and gives

$$T=M_{11}-\begin{pmatrix}M_{12}&M_{13}\end{pmatrix}D^{-1}\begin{pmatrix}M_{21}\\M_{31}\end{pmatrix}.$$

To compare $T$ with the staged result, take any vector $x$ in space 1 and define $y$ and $z$ by

$$\begin{pmatrix}y\\z\end{pmatrix}=-D^{-1}\begin{pmatrix}M_{21}x\\M_{31}x\end{pmatrix}.$$

Then rows 2 and 3 of $M(x,y,z)$ vanish, and row 1 equals $Tx$. Row 3 gives $z=-M_{33}^{-1}(M_{31}x+M_{32}y)$. Inserting this in the other two rows yields

$$S_{11}x+S_{12}y=Tx,\qquad S_{21}x+S_{22}y=0.$$

The second equation gives $y=-S_{22}^{-1}S_{21}x$, and the first becomes

$$(S_{11}-S_{12}S_{22}^{-1}S_{21})x=Tx.$$

Since $x$ is arbitrary, the two matrices are equal. The same factorisation applied to $M$, with $D$ as the eliminated block, gives $\det M=\det D\,\det T=\det M_{33}\,\det S_{22}\,\det T$.

For a Hamiltonian $H$ at energy $E$, let $P$ be the retained space and $Q$ the eliminated one, and set $M=E-H$. Its off-diagonal blocks are $-H_{PQ}$ and $-H_{QP}$. Their signs cancel in the product, so the Schur complement is

$$E-H_{PP}-H_{PQ}(E-H_{QQ})^{-1}H_{QP}=E-H_{\rm eff}(E),$$

where $H_{\rm eff}(E)=H_{PP}+H_{PQ}(E-H_{QQ})^{-1}H_{QP}$. Equality of the Schur complements is thus equality of the effective Hamiltonians.

## A three-site chain at $E=2$

Take site energies 0 and nearest-neighbour hopping 1:

$$H=\begin{pmatrix}0&1&0\\1&0&1\\0&1&0\end{pmatrix},\qquad
E-H=\begin{pmatrix}2&-1&0\\-1&2&-1\\0&-1&2\end{pmatrix}.$$

Removing site 3 shifts the energy of site 2 to $1/2$. Removing site 2 then gives site 1 the effective energy $(2-1/2)^{-1}=2/3$. Joint elimination uses the inverse

$$\begin{pmatrix}2&-1\\-1&2\end{pmatrix}^{-1}=\frac13\begin{pmatrix}2&1\\1&2\end{pmatrix}.$$

Site 1 couples only to site 2, so it picks out the upper-left entry, again $2/3$. The pivots are $2$, $3/2$ and $2-2/3=4/3$; their product is $4=\det(E-H)$.

At $E=0$ the first pivot is zero, so the staged route fails at once. The joint block is still invertible, with $-1$ in both off-diagonal places.

## Block matrices and regrouped spaces in Lean

The entries lie in a commutative ring `R`, for example the real or the complex numbers. The finite index types `a`, `b`, `c` label the basis states of spaces 1, 2, 3. No Hermiticity is assumed, so complex energies are allowed.

```lean
import Mathlib

open Matrix

namespace StagedElimination

noncomputable section

variable {R : Type*} [CommRing R]
variable {m n a b c : Type*} [Fintype m] [DecidableEq m] [Fintype n] [DecidableEq n]
  [Fintype a] [DecidableEq a] [Fintype b] [DecidableEq b] [Fintype c] [DecidableEq c]
```

`schur` always eliminates the second summand of its index type.

```lean
/-- The Schur complement `A - B D⁻¹ C` of a block matrix `[[A, B], [C, D]]`, which eliminates
the second space; it is meant for invertible `D`. -/
def schur (M : Matrix (m ⊕ n) (m ⊕ n) R) : Matrix m m R :=
  M.toBlocks₁₁ - M.toBlocks₁₂ * M.toBlocks₂₂⁻¹ * M.toBlocks₂₁
```

A matrix on `a ⊕ (b ⊕ c)` has the joint block $D$ as its `toBlocks₂₂`, and $M_{33}$ is `M.toBlocks₂₂.toBlocks₂₂`. To remove space 3 alone, the brackets must move. `regroup` does this without changing any entry, so `schur (regroup M)` is $S$ and `schur M` is $T$.

```lean
/-- The same three-by-three block matrix, with the first two spaces grouped together
instead of the last two. -/
def regroup (M : Matrix (a ⊕ (b ⊕ c)) (a ⊕ (b ⊕ c)) R) :
    Matrix ((a ⊕ b) ⊕ c) ((a ⊕ b) ⊕ c) R :=
  M.submatrix (Equiv.sumAssoc a b c) (Equiv.sumAssoc a b c)
```

## Determinants and source-free equations

Invertibility is expressed as `IsUnit` of a determinant; over a field this means a non-zero determinant. The first lemma is the determinant factorisation, taken from Mathlib's block formula.

```lean
/-- When the eliminated block is invertible, the determinant of a block matrix is the determinant of
that block times that of the Schur complement. -/
theorem det_eq_mul_schur (M : Matrix (m ⊕ n) (m ⊕ n) R) (hD : IsUnit M.toBlocks₂₂.det) :
    M.det = M.toBlocks₂₂.det * (schur M).det := by
  let := M.toBlocks₂₂.invertibleOfIsUnitDet hD
  have h := det_fromBlocks₂₂ M.toBlocks₁₁ M.toBlocks₁₂ M.toBlocks₂₁ M.toBlocks₂₂
  rw [fromBlocks_toBlocks, invOf_eq_nonsing_inv] at h
  exact h
```

The next lemma treats linear equations with source `f` in the retained space and none in the eliminated one. They are equivalent to back-substitution for `y` together with the reduced equation for `x`. In the proof, `hM` writes out the two block rows and `hS` expands the Schur complement acting on `x`. The forward direction solves the second row for `y`; the reverse direction substitutes that value back.

```lean
omit [DecidableEq m] in
/-- When the second diagonal block `D` is invertible, linear equations without a source in the
second space hold exactly when the second amplitude is `-D⁻¹ C x` and the first amplitude `x` solves
the Schur-complement equation. -/
theorem elimination_iff (M : Matrix (m ⊕ n) (m ⊕ n) R) (hD : IsUnit M.toBlocks₂₂.det)
    (x f : m → R) (y : n → R) :
    M *ᵥ Sum.elim x y = Sum.elim f 0 ↔
      y = -(M.toBlocks₂₂⁻¹ *ᵥ (M.toBlocks₂₁ *ᵥ x)) ∧ schur M *ᵥ x = f := by
  have hM : M *ᵥ Sum.elim x y = Sum.elim (M.toBlocks₁₁ *ᵥ x + M.toBlocks₁₂ *ᵥ y)
      (M.toBlocks₂₁ *ᵥ x + M.toBlocks₂₂ *ᵥ y) := by
    have h := fromBlocks_mulVec M.toBlocks₁₁ M.toBlocks₁₂ M.toBlocks₂₁ M.toBlocks₂₂
      (Sum.elim x y)
    rw [fromBlocks_toBlocks] at h
    exact h
  have hS : schur M *ᵥ x = M.toBlocks₁₁ *ᵥ x +
      M.toBlocks₁₂ *ᵥ (-(M.toBlocks₂₂⁻¹ *ᵥ (M.toBlocks₂₁ *ᵥ x))) := by
    rw [schur, sub_mulVec, mulVec_neg, ← sub_eq_add_neg]
    simp only [mulVec_mulVec, Matrix.mul_assoc]
  constructor
  · intro h
    rw [hM] at h
    have h1 : M.toBlocks₁₁ *ᵥ x + M.toBlocks₁₂ *ᵥ y = f :=
      funext fun i => congrFun h (Sum.inl i)
    have h2 : M.toBlocks₂₁ *ᵥ x + M.toBlocks₂₂ *ᵥ y = 0 :=
      funext fun i => congrFun h (Sum.inr i)
    -- solve the second row for the eliminated amplitude
    have hy : y = -(M.toBlocks₂₂⁻¹ *ᵥ (M.toBlocks₂₁ *ᵥ x)) := by
      have h3 : M.toBlocks₂₂ *ᵥ y = -(M.toBlocks₂₁ *ᵥ x) := eq_neg_of_add_eq_zero_right h2
      rw [← mulVec_neg, ← h3, mulVec_mulVec, nonsing_inv_mul _ hD, one_mulVec]
    exact ⟨hy, by rw [hS, ← hy, h1]⟩
  · rintro ⟨hy, hf⟩
    have h2 : M.toBlocks₂₁ *ᵥ x + M.toBlocks₂₂ *ᵥ y = 0 := by
      rw [hy]
      generalize M.toBlocks₂₁ *ᵥ x = w
      rw [mulVec_neg, mulVec_mulVec, mul_nonsing_inv _ hD, one_mulVec, add_neg_cancel]
    rw [hM, h2, ← hf, hS, ← hy]
```

The Schur complement of $D$ with respect to $M_{33}$ is $S_{22}$. Both sides unfold to the same entries, so `rfl` suffices.

```lean
omit [Fintype a] [DecidableEq a] [Fintype b] [DecidableEq b] in
/-- Eliminating the third space from the lower-right two-by-two block submatrix gives the
(2,2) block of the Schur complement of the whole matrix. -/
theorem schur_lower (M : Matrix (a ⊕ (b ⊕ c)) (a ⊕ (b ⊕ c)) R) :
    schur M.toBlocks₂₂ = (schur (regroup M)).toBlocks₂₂ := by
  ext i j
  rfl
```

Combined with the determinant formula, this shows that once $M_{33}$ is invertible, $D$ is invertible exactly when $S_{22}$ is.

```lean
/-- When the third diagonal block is invertible, the lower-right two-by-two block submatrix is
invertible exactly when the (2,2) block of the Schur complement is. -/
theorem isUnit_lower_iff (M : Matrix (a ⊕ (b ⊕ c)) (a ⊕ (b ⊕ c)) R)
    (h3 : IsUnit M.toBlocks₂₂.toBlocks₂₂.det) :
    IsUnit M.toBlocks₂₂.det ↔ IsUnit (schur (regroup M)).toBlocks₂₂.det := by
  rw [det_eq_mul_schur _ h3, schur_lower, IsUnit.mul_iff, and_iff_right h3]
```

## Equality of staged and joint elimination

In the main theorem, `h3` says that $M_{33}$ is invertible and `h2` says the same of $S_{22}$. The conclusion has two parts: $D$ is invertible, and the staged matrix `schur (schur (regroup M))` equals `schur M`.

The proof follows the derivation above. Injectivity of `Matrix.toLin'` reduces the equality of matrices to their action on an arbitrary `x`. The reverse direction of `elimination_iff` supplies the eliminated amplitudes, which Lean holds in one vector `y` on `b ⊕ c`; its two parts are the $y$ and $z$ used earlier. The statement `h` rewrites the solved equations in the regrouped order, and two forward uses of `elimination_iff` remove space 3 and then space 2.

```lean
/-- Quotient property: if the third diagonal block and then the (2,2) block of the Schur
complement are invertible, the joint block of spaces two and three is invertible, and
eliminating three and then two equals eliminating both at once. -/
theorem quotient_property (M : Matrix (a ⊕ (b ⊕ c)) (a ⊕ (b ⊕ c)) R)
    (h3 : IsUnit M.toBlocks₂₂.toBlocks₂₂.det)
    (h2 : IsUnit (schur (regroup M)).toBlocks₂₂.det) :
    IsUnit M.toBlocks₂₂.det ∧ schur (schur (regroup M)) = schur M := by
  have hD := (isUnit_lower_iff M h3).2 h2
  refine ⟨hD, Matrix.toLin'.injective (LinearMap.ext fun x => ?_)⟩
  rw [toLin'_apply, toLin'_apply]
  -- the full solution belonging to the retained amplitude x
  obtain ⟨y, hy⟩ : ∃ y, M *ᵥ Sum.elim x y = Sum.elim (schur M *ᵥ x) 0 :=
    ⟨_, (elimination_iff M hD x _ _).2 ⟨rfl, rfl⟩⟩
  -- the same equations with the spaces regrouped
  have h : regroup M *ᵥ Sum.elim (Sum.elim x (y ∘ Sum.inl)) (y ∘ Sum.inr) =
      Sum.elim (Sum.elim (schur M *ᵥ x) 0) 0 := by
    have e : Sum.elim (Sum.elim x (y ∘ Sum.inl)) (y ∘ Sum.inr) =
        Sum.elim x y ∘ Equiv.sumAssoc a b c := by
      funext i
      rcases i with (i | i) | i <;> rfl
    have r : regroup M *ᵥ (Sum.elim x y ∘ Equiv.sumAssoc a b c) =
        (M *ᵥ Sum.elim x y) ∘ Equiv.sumAssoc a b c := by
      funext i
      exact Equiv.sum_comp (Equiv.sumAssoc a b c)
        (fun j => M (Equiv.sumAssoc a b c i) j * Sum.elim x y j)
    rw [e, r, hy]
    funext i
    rcases i with (i | i) | i <;> rfl
  -- eliminate the third space, then the second
  have s := ((elimination_iff (regroup M) h3 _ _ _).1 h).2
  exact ((elimination_iff (schur (regroup M)) h2 _ _ _).1 s).2
```

The product of pivots follows by factorising the determinant of $M$ and then that of $D$.

```lean
/-- When the third diagonal block and then the (2,2) block of the Schur complement are invertible,
the determinant of a three-by-three block matrix is the product of those of the three blocks met in
successive elimination. -/
theorem det_eq_mul_pivots (M : Matrix (a ⊕ (b ⊕ c)) (a ⊕ (b ⊕ c)) R)
    (h3 : IsUnit M.toBlocks₂₂.toBlocks₂₂.det)
    (h2 : IsUnit (schur (regroup M)).toBlocks₂₂.det) :
    M.det = M.toBlocks₂₂.toBlocks₂₂.det * (schur (regroup M)).toBlocks₂₂.det *
      (schur (schur (regroup M))).det := by
  obtain ⟨hD, hq⟩ := quotient_property M h3 h2
  rw [hq, det_eq_mul_schur M hD, det_eq_mul_schur _ h3, schur_lower]
```

## Effective Hamiltonians at fixed energy

`shift E H` is $E-H$, with the identity matrix multiplying $E$, as is appropriate for an orthonormal basis.

```lean
/-- The matrix `E - H` of a Hamiltonian `H` at energy `E`. -/
def shift (E : R) (H : Matrix n n R) : Matrix n n R := E • (1 : Matrix n n R) - H
```

`effH` is the effective Hamiltonian $H_{\rm eff}(E)$. Its second term is the self-energy due to the eliminated space.

```lean
/-- The effective Hamiltonian `H_PP + H_PQ (E - H_QQ)⁻¹ H_QP` in the first space `P`; it is
meant for energies at which `E - H_QQ` is invertible. -/
def effH (E : R) (H : Matrix (m ⊕ n) (m ⊕ n) R) : Matrix m m R :=
  H.toBlocks₁₁ + H.toBlocks₁₂ * (shift E H.toBlocks₂₂)⁻¹ * H.toBlocks₂₁
```

Two lemmas connect these definitions with `schur`. The first identifies the lower-right block of $E-H$.

```lean
omit [Fintype m] [Fintype n] in
/-- The lower-right block of `E - H` is `E - H_QQ`. -/
theorem shift_lower (E : R) (H : Matrix (m ⊕ n) (m ⊕ n) R) :
    (shift E H).toBlocks₂₂ = shift E H.toBlocks₂₂ := by
  ext i j
  simp [shift, toBlocks₂₂, Matrix.one_apply]
```

The second is the sign calculation made above: `h12` and `h21` record the minus signs of the couplings, which cancel in the product.

```lean
/-- The Schur complement of `E - H` is `E` minus the effective Hamiltonian at energy `E`. -/
theorem schur_shift (E : R) (H : Matrix (m ⊕ n) (m ⊕ n) R) :
    schur (shift E H) = shift E (effH E H) := by
  have h11 : (shift E H).toBlocks₁₁ = shift E H.toBlocks₁₁ := by
    ext i j
    simp [shift, toBlocks₁₁, Matrix.one_apply]
  have h12 : (shift E H).toBlocks₁₂ = -H.toBlocks₁₂ := by
    ext i j
    simp [shift, toBlocks₁₂]
  have h21 : (shift E H).toBlocks₂₁ = -H.toBlocks₂₁ := by
    ext i j
    simp [shift, toBlocks₂₁]
  rw [schur, h11, h12, h21, shift_lower, effH]
  simp only [Matrix.neg_mul, Matrix.mul_neg, neg_neg]
  unfold shift
  abel
```

The staged theorem uses the same `E` in both steps. Over a field, `h3` says that $E$ is not an eigenvalue of the isolated space 3. Likewise, `h2` says that $E$ is not an eigenvalue of the space-2 block of the effective Hamiltonian obtained, at that same $E$, after space 3 is removed. Physically, $E$ avoids the levels of isolated space 3 and those of space 2 as modified by its coupling to space 3; it may coincide with a level of isolated space 2. The proof applies `quotient_property` to $E-H$, translates each Schur complement with `schur_shift`, and cancels $E$.

```lean
/-- At a fixed energy, removing the third space and then the second from a Hamiltonian gives
the same effective Hamiltonian as removing both at once, provided both stages are regular. -/
theorem effH_staged (E : R) (H : Matrix (a ⊕ (b ⊕ c)) (a ⊕ (b ⊕ c)) R)
    (h3 : IsUnit (shift E H.toBlocks₂₂.toBlocks₂₂).det)
    (h2 : IsUnit (shift E (effH E (regroup H)).toBlocks₂₂).det) :
    IsUnit (shift E H.toBlocks₂₂).det ∧ effH E (effH E (regroup H)) = effH E H := by
  have hr : regroup (shift E H) = shift E (regroup H) := by
    ext i j
    simp [regroup, shift, Matrix.one_apply]
  have key := quotient_property (shift E H) (by rw [shift_lower, shift_lower]; exact h3)
    (by rw [hr, schur_shift, shift_lower]; exact h2)
  rw [hr, schur_shift, schur_shift, schur_shift, shift_lower] at key
  exact ⟨key.1, sub_right_inj.mp key.2⟩
```

The theorem concerns finite matrices at one energy. It does not treat semi-infinite leads, the limit of vanishing imaginary part in $E$, or approximations that evaluate the two stages at different energies.

## An invertible block with a singular pivot

The chain at $E=0$ showed that the joint block can be invertible when the first pivot is not. The last theorem gives such a joint block over the complex numbers whenever the two eliminated spaces have the same non-zero dimension. The exchange matrix is its own inverse, while its last diagonal block is zero. The pivot conditions are therefore sufficient for joint elimination, but not necessary.

```lean
/-- The complex block matrix `[[0, 1], [1, 0]]`, with non-empty square blocks of equal size, is
invertible although its last diagonal block is not. -/
theorem exchange_block_singular_pivot [Nonempty n] :
    IsUnit (fromBlocks 0 1 1 0 : Matrix (n ⊕ n) (n ⊕ n) ℂ).det ∧
      ¬ IsUnit (fromBlocks 0 1 1 0 : Matrix (n ⊕ n) (n ⊕ n) ℂ).toBlocks₂₂.det := by
  constructor
  · apply Matrix.isUnit_det_of_left_inverse (B := fromBlocks 0 1 1 0)
    simp [fromBlocks_multiply]
  · simp [toBlocks_fromBlocks₂₂]

end

end StagedElimination
```

```lean
#print axioms StagedElimination.det_eq_mul_pivots
#print axioms StagedElimination.effH_staged
#print axioms StagedElimination.exchange_block_singular_pivot
```

```
'StagedElimination.det_eq_mul_pivots' depends on axioms: [propext, Classical.choice, Quot.sound]
'StagedElimination.effH_staged' depends on axioms: [propext, Classical.choice, Quot.sound]
'StagedElimination.exchange_block_singular_pivot' depends on axioms: [propext, Classical.choice, Quot.sound]
```
